# A criterion for four-electron repulsion in the two-orbital one-electron model

Take two real, normalised orbitals $\chi_0$ and $\chi_1$ with energies $a$ and $b$, coupling $h$ and overlap $s$. These are the matrix elements of a one-electron Hamiltonian and of the overlap:

$$
H=\begin{pmatrix} a & h\\ h & b\end{pmatrix},\qquad
S=\begin{pmatrix} 1 & s\\ s & 1\end{pmatrix}.
$$

All four numbers are real, and $|s|<1$. For normalised orbitals this condition says that $\chi_0$ and $\chi_1$ are linearly independent, so that they really are two orbitals and not one orbital written twice. No formula ties $h$ to $s$, and $a$ and $b$ may differ.

An orbital $c_0\chi_0+c_1\chi_1$ of the pair has energy $E$ when $Hc=E\,Sc$ with $c\neq 0$. The secular function is

$$
f(E)=(a-E)(b-E)-(h-sE)^2 .
$$

The claim is that $f$ has two real roots $E_-\le E_+$, counted with multiplicity, and that

$$
E_-+E_+>a+b\quad\Longleftrightarrow\quad 2hs<s^2(a+b).
$$

If four non-interacting electrons fill both levels, their energy is $2(E_-+E_+)$. Suppose that $a$ and $b$ are also the energies of the separate orbitals, as in extended Hückel theory with fixed orbital energies. The separate filled orbitals then have energy $2(a+b)$, and within this two-orbital model the inequality decides whether they repel.

## Two real levels

The equation $Hc=E\,Sc$ is $(H-ES)c=0$, which has a nonzero solution exactly when $\det(H-ES)=0$. The diagonal entries of $H-ES$ are $a-E$ and $b-E$, and both off-diagonal entries are $h-sE$, so the determinant is $f(E)$.

Write $p=1-s^2$ and $q=a+b-2hs$. Since $p=(1-s)(1+s)$, the condition $|s|<1$ gives $p>0$. Expanding,

$$
f(E)=pE^2-qE+(ab-h^2),\qquad D=q^2-4p(ab-h^2),
$$

where $D$ is the discriminant. To find its sign, evaluate $f$ at $E=a$. The first product vanishes, so $f(a)=-(h-sa)^2$. For any quadratic of this form $(2pa-q)^2=D+4p\,f(a)$, hence

$$
D=(2pa-q)^2+4p(h-sa)^2\ge 0 .
$$

The levels

$$
E_\pm=\frac{q\pm\sqrt D}{2p}
$$

are therefore real. They satisfy $2pE_\pm=q\pm\sqrt D$, so

$$
4p\cdot p(E-E_-)(E-E_+)=(2pE-q+\sqrt D)(2pE-q-\sqrt D)=(2pE-q)^2-D=4p\,f(E).
$$

Dividing by $4p$ gives $f(E)=p(E-E_-)(E-E_+)$ for every $E$. If the levels coincide, the factor appears twice and the root is double.

## The shift of the level sum

Adding the two levels cancels the square root, and $E_-+E_+=q/p$. Subtracting the orbital energies,

$$
E_-+E_+-(a+b)=\frac{a+b-2hs-(1-s^2)(a+b)}{1-s^2}=\frac{s^2(a+b)-2hs}{1-s^2}.
$$

The denominator is positive, so the shift is positive exactly when $2hs<s^2(a+b)$. At $s=0$ the shift is zero and the criterion reads $0<0$, which is false, as it should be.

The same comparison can be made level by level. We have $f(a)=-(h-sa)^2\le0$ and likewise $f(b)=-(h-sb)^2\le0$. Because $p>0$, the factored form is positive below $E_-$ and above $E_+$, so $a$ and $b$ both lie between the levels:

$$
E_-\le\min(a,b),\qquad \max(a,b)\le E_+ .
$$

The lower level is thus lowered by $\min(a,b)-E_-$ and the upper one raised by $E_+-\max(a,b)$. Since $\min(a,b)+\max(a,b)=a+b$, the raising minus the lowering equals the shift above. The upper level moves further than the lower one under the same criterion.

## Matrices, secular function and levels in Lean

The development works over Mathlib's real numbers.

```lean
import Mathlib

open Matrix

namespace TwoOrbitalRepulsion

noncomputable section
```

The matrix $H$ becomes `hamiltonian a b h`. Its type, `Matrix (Fin 2) (Fin 2) ℝ`, is that of real $2\times2$ matrices with indices 0 and 1.

```lean
/-- The Hamiltonian matrix of two orbitals with energies `a`, `b` and coupling `h`. -/
def hamiltonian (a b h : ℝ) : Matrix (Fin 2) (Fin 2) ℝ := !![a, h; h, b]
```

The matrix $S$ is `overlap s`. The ones on its diagonal fix the normalisation of the orbitals.

```lean
/-- The overlap matrix of two normalised orbitals with overlap `s`. -/
def overlap (s : ℝ) : Matrix (Fin 2) (Fin 2) ℝ := !![1, s; s, 1]
```

The function $f(E)$ is `secular a b h s E`, written as the secular equation is usually written and not as an expanded polynomial.

```lean
/-- The secular function of two overlapping orbitals at the energy `E`. -/
def secular (a b h s E : ℝ) : ℝ := (a - E) * (b - E) - (h - s * E) ^ 2
```

The discriminant $D$ is `disc`, with $q$ and $p$ spelled out.

```lean
/-- The discriminant of the secular function, as a quadratic in the energy. -/
def disc (a b h s : ℝ) : ℝ :=
  (a + b - 2 * h * s) ^ 2 - 4 * (1 - s ^ 2) * (a * b - h ^ 2)
```

The levels $E_-$ and $E_+$ are given by the explicit quadratic formula. The definitions accept any real `s`, but they have their meaning as levels only for $|s|<1$, which the theorems about them assume.

```lean
/-- The lower level of the orbital pair, for overlap `|s| < 1`. -/
def lower (a b h s : ℝ) : ℝ :=
  (a + b - 2 * h * s - Real.sqrt (disc a b h s)) / (2 * (1 - s ^ 2))

/-- The upper level of the orbital pair, for overlap `|s| < 1`. -/
def upper (a b h s : ℝ) : ℝ :=
  (a + b - 2 * h * s + Real.sqrt (disc a b h s)) / (2 * (1 - s ^ 2))
```

## From the eigenvalue equation to the factored secular function

The first theorem connects $f$ with the physical problem: `secular a b h s E = 0` holds exactly when some nonzero real vector `c` satisfies $Hc=E\,Sc$. Here `*ᵥ` applies a matrix to a vector and `•` multiplies by a number. No condition on `s` is needed. In the proof, `hdet` computes the determinant of $H-ES$, and `Matrix.exists_mulVec_eq_zero_iff` supplies the fact that a zero determinant is equivalent to a nonzero solution.

```lean
/-- The secular function vanishes at `E` exactly when the generalised eigenvalue
equation `H c = E S c` has a nonzero solution `c`. -/
theorem secular_eq_zero_iff (a b h s E : ℝ) :
    secular a b h s E = 0 ↔
      ∃ c : Fin 2 → ℝ, c ≠ 0 ∧ hamiltonian a b h *ᵥ c = E • (overlap s *ᵥ c) := by
  have hdet : (hamiltonian a b h - E • overlap s).det = secular a b h s E := by
    simp [Matrix.det_fin_two, hamiltonian, overlap]
    unfold secular
    ring
  rw [← hdet, ← Matrix.exists_mulVec_eq_zero_iff]
  simp only [Matrix.sub_mulVec, Matrix.smul_mulVec, sub_eq_zero]
```

The hypothesis `|s| < 1` is used through the positivity of $p$, obtained as the product of $1-s$ and $1+s$.

```lean
/-- For overlap `|s| < 1` the quantity `1 - s ^ 2` is positive. -/
theorem one_sub_sq_pos {s : ℝ} (hs : |s| < 1) : 0 < 1 - s ^ 2 := by
  have h := abs_lt.1 hs
  have h1 : 0 < 1 + s := by linarith [h.1]
  nlinarith [mul_pos (sub_pos.2 h.2) h1]
```

The discriminant is handled as above. The identity `key` is the sum of two terms found by evaluating $f$ at $a$, and `positivity` reads off the sign.

```lean
/-- For overlap `|s| < 1` the discriminant of the secular function is nonnegative. -/
theorem disc_nonneg (a b h : ℝ) {s : ℝ} (hs : |s| < 1) : 0 ≤ disc a b h s := by
  have hA := one_sub_sq_pos hs
  -- write the discriminant as a sum of two nonnegative terms
  have key : disc a b h s =
      (2 * (1 - s ^ 2) * a - (a + b - 2 * h * s)) ^ 2
        + 4 * (1 - s ^ 2) * (h - s * a) ^ 2 := by
    unfold disc
    ring
  rw [key]
  positivity
```

The factorisation is stated for every real `E`, and this is how the count of roots with multiplicity is expressed. The relations `hl` and `hu` are $2pE_-=q-\sqrt D$ and $2pE_+=q+\sqrt D$, while `hr` says that $(\sqrt D)^2=D$, which needs $D\ge0$. The proof multiplies both sides by $4p$, as in the calculation by hand, and `linear_combination` combines the three relations into the required identity.

```lean
/-- For overlap `|s| < 1` the secular function factors over the reals, with the lower
and the upper level as its two roots counted with multiplicity. -/
theorem secular_factor (a b h : ℝ) {s : ℝ} (hs : |s| < 1) (E : ℝ) :
    secular a b h s E =
      (1 - s ^ 2) * (E - lower a b h s) * (E - upper a b h s) := by
  have hA := (one_sub_sq_pos hs).ne'
  have hl : 2 * (1 - s ^ 2) * lower a b h s =
      a + b - 2 * h * s - Real.sqrt (disc a b h s) := by
    unfold lower
    field_simp
  have hu : 2 * (1 - s ^ 2) * upper a b h s =
      a + b - 2 * h * s + Real.sqrt (disc a b h s) := by
    unfold upper
    field_simp
  have hr : Real.sqrt (disc a b h s) ^ 2 =
      (a + b - 2 * h * s) ^ 2 - 4 * (1 - s ^ 2) * (a * b - h ^ 2) :=
    Real.sq_sqrt (disc_nonneg a b h hs)
  -- compare both sides after multiplication by `4 (1 - s ^ 2)`
  apply mul_left_cancel₀ (mul_ne_zero (four_ne_zero (α := ℝ)) hA)
  unfold secular
  linear_combination hr
    + (2 * (1 - s ^ 2) * E - 2 * (1 - s ^ 2) * upper a b h s) * hl
    + (2 * (1 - s ^ 2) * E - (a + b - 2 * h * s) + Real.sqrt (disc a b h s)) * hu
```

## The criterion and the displacement of each level

The next theorem gives the exact shift, and so its size as well as its sign. The step `hsum` is $p(E_-+E_+)=q$; the rest clears the denominator.

```lean
/-- For overlap `|s| < 1` the sum of the two levels minus the sum of the orbital energies is `(s ^ 2
(a + b) - 2 h s) / (1 - s ^ 2)`. -/
theorem level_sum_shift (a b h : ℝ) {s : ℝ} (hs : |s| < 1) :
    lower a b h s + upper a b h s - (a + b) =
      (s ^ 2 * (a + b) - 2 * h * s) / (1 - s ^ 2) := by
  have hA := (one_sub_sq_pos hs).ne'
  have hsum : (1 - s ^ 2) * (lower a b h s + upper a b h s) = a + b - 2 * h * s := by
    unfold lower upper
    field_simp
    ring
  rw [eq_div_iff hA]
  linear_combination hsum
```

The main theorem joins two statements under the single hypothesis `|s| < 1`: the factorisation, and the equivalence between `a + b < lower a b h s + upper a b h s` and `2 * h * s < s ^ 2 * (a + b)`. The first is `secular_factor`. For the second, the proof rewrites the inequality as positivity of the shift, inserts the formula from `level_sum_shift`, and drops the positive denominator.

The theorem is about levels, and the occupation by four electrons is the reading given to it at the start. That reading leaves out the Coulomb repulsion between electrons, the repulsion between nuclei and any change of $a$ and $b$ as the orbitals approach. The "repulsion" here is the rise in the sum of one-electron energies caused by overlap, not the full interaction energy of two closed shells.

```lean
/-- Criterion for four-electron repulsion: for `|s| < 1` the secular function has two real
roots counted with multiplicity, and their sum exceeds `a + b` if and only if
`2 h s < s ^ 2 (a + b)`. -/
theorem four_electron_repulsion_iff (a b h : ℝ) {s : ℝ} (hs : |s| < 1) :
    (∀ E, secular a b h s E =
      (1 - s ^ 2) * (E - lower a b h s) * (E - upper a b h s)) ∧
    (a + b < lower a b h s + upper a b h s ↔ 2 * h * s < s ^ 2 * (a + b)) := by
  refine ⟨secular_factor a b h hs, ?_⟩
  -- the sign of the shift is the sign of its numerator
  rw [← sub_pos, level_sum_shift a b h hs,
    div_pos_iff_of_pos_right (one_sub_sq_pos hs), sub_pos]
```

The enclosure of the orbital energies uses the sign argument. The auxiliary statement `between` says that any energy with $f(E)\le0$ lies between the levels. It is proved by contradiction: outside the levels both factors have the same sign, so $f(E)$ would be positive. Applying it at $a$ and at $b$ gives the four inequalities that `le_min` and `max_le` assemble. The inequalities are not strict, since an orbital that does not mix keeps its energy.

```lean
/-- For overlap `|s| < 1` the lower level lies at or below both orbital energies, and the upper
level lies at or above both. -/
theorem levels_enclose_orbitals (a b h : ℝ) {s : ℝ} (hs : |s| < 1) :
    lower a b h s ≤ min a b ∧ max a b ≤ upper a b h s := by
  have hA := one_sub_sq_pos hs
  have hlu : lower a b h s ≤ upper a b h s := by
    unfold lower upper
    have hr := Real.sqrt_nonneg (disc a b h s)
    gcongr
    linarith
  -- an energy where the secular function is nonpositive lies between the levels
  have between : ∀ E, secular a b h s E ≤ 0 →
      lower a b h s ≤ E ∧ E ≤ upper a b h s := by
    intro E hE
    rw [secular_factor a b h hs E] at hE
    constructor
    · by_contra hc
      have h1 : 0 < lower a b h s - E := sub_pos.2 (not_le.1 hc)
      have h2 : 0 < upper a b h s - E := by linarith
      nlinarith [mul_pos (mul_pos hA h1) h2]
    · by_contra hc
      have h1 : 0 < E - upper a b h s := sub_pos.2 (not_le.1 hc)
      have h2 : 0 < E - lower a b h s := by linarith
      nlinarith [mul_pos (mul_pos hA h2) h1]
  have ha := between a (by unfold secular; nlinarith [sq_nonneg (h - s * a)])
  have hb := between b (by unfold secular; nlinarith [sq_nonneg (h - s * b)])
  exact ⟨le_min ha.1 hb.1, max_le ha.2 hb.2⟩
```

The last theorem compares the two displacements. With `min_add_max`, which is $\min(a,b)+\max(a,b)=a+b$, the inequality between them becomes the inequality between the level sum and $a+b$, and the criterion carries over.

```lean
/-- For overlap `|s| < 1` the upper level is raised above the higher orbital by more than the lower
level is lowered below the lower orbital if and only if `2 h s < s ^ 2 (a + b)`. -/
theorem destabilisation_exceeds_stabilisation_iff (a b h : ℝ) {s : ℝ} (hs : |s| < 1) :
    min a b - lower a b h s < upper a b h s - max a b ↔
      2 * h * s < s ^ 2 * (a + b) := by
  rw [← (four_electron_repulsion_iff a b h hs).2]
  have hm := min_add_max a b
  constructor <;> intro hlt <;> linarith

end

end TwoOrbitalRepulsion
```

```lean
#print axioms TwoOrbitalRepulsion.secular_eq_zero_iff
#print axioms TwoOrbitalRepulsion.four_electron_repulsion_iff
#print axioms TwoOrbitalRepulsion.levels_enclose_orbitals
#print axioms TwoOrbitalRepulsion.destabilisation_exceeds_stabilisation_iff
```

```
'TwoOrbitalRepulsion.secular_eq_zero_iff' depends on axioms: [propext, Classical.choice, Quot.sound]
'TwoOrbitalRepulsion.four_electron_repulsion_iff' depends on axioms: [propext, Classical.choice, Quot.sound]
'TwoOrbitalRepulsion.levels_enclose_orbitals' depends on axioms: [propext, Classical.choice, Quot.sound]
'TwoOrbitalRepulsion.destabilisation_exceeds_stabilisation_iff' depends on axioms: [propext, Classical.choice, Quot.sound]
```
